# Cvetković's inertia bound: a zero principal block on s atoms forces at least s nonnegative and s nonpositive eigenvalues

Let $A$ be a real symmetric matrix whose entries $A_{ij}$ vanish whenever $i$ and $j$ both lie in a set $S$ of $s$ atoms. Then at least $s$ eigenvalues of $A$ are nonnegative and at least $s$ are nonpositive, counted with multiplicity. In Hückel theory, a non-interacting model taken here with one orbital per atom and the same on-site energy on every atom, this gives a lower bound, from the bonding pattern alone, on the number of non-bonding orbitals, those whose energy equals the on-site energy.

## Projecting onto the orbitals at or above α

It costs nothing to allow a common on-site energy. Let $H$ be a real symmetric $n\times n$ matrix with $H_{ij}=\alpha\,\delta_{ij}$ for $i,j\in S$; the claim above is the case $\alpha=0$. Let $v_k$ be orthonormal eigenvectors of $H$ with energies $\varepsilon_k$.

Take a real vector $x$ that vanishes outside $S$. Only the block on $S$ contributes to its energy form:
$$x\cdot Hx=\sum_{i,j\in S}x_iH_{ij}x_j=\alpha\sum_{i\in S}x_i^2=\alpha\,x\cdot x .$$
For $x\neq0$ the normalised energy $x\cdot Hx/x\cdot x$ is therefore $\alpha$. Completeness of the orbitals and the symmetry of $H$ give
$$x\cdot x=\sum_k (v_k\cdot x)^2,\qquad x\cdot Hx=\sum_k (x\cdot v_k)(v_k\cdot Hx)=\sum_k\varepsilon_k(v_k\cdot x)^2 .$$
Subtracting $\alpha$ times the first expansion from the second yields
$$\sum_k(\varepsilon_k-\alpha)(v_k\cdot x)^2=0 .$$

Let $P$ be the set of $k$ with $\varepsilon_k\ge\alpha$, and send $x$ to its components $(v_k\cdot x)_{k\in P}$. This is a linear map from an $s$-dimensional space to $\mathbb{R}^{|P|}$. If $x$ is sent to zero, only terms with $\varepsilon_k-\alpha<0$ remain in the sum. None of them is positive and they add up to zero, so each is zero, and $v_k\cdot x=0$ for every $k$. Hence $x\cdot x=0$ and $x=0$. The map is injective, so $s\le|P|$. The weights $\alpha-\varepsilon_k$ give $s\le|Q|$ in the same way, where $Q$ is the set of $k$ with $\varepsilon_k\le\alpha$.

The intersection $P\cap Q$ consists of the orbitals with energy exactly $\alpha$; let $n_\alpha$ be their number. Then
$$2s\le|P|+|Q|=|P\cup Q|+|P\cap Q|\le n+n_\alpha .$$
In the allyl chain, $n=3$ and the two end atoms are not bonded to each other, so there is at least $2\cdot2-3=1$ non-bonding orbital. The bound is informative only when $2s>n$.

## Orbitals and uncoupled atoms in Lean

The atoms form a finite type `n`, with one basis orbital on each.

```lean
import Mathlib

open Matrix

namespace CvetkovicInertia

noncomputable section

variable {n : Type*} [Fintype n] [DecidableEq n]
```

For a real matrix, `IsHermitian` means symmetric. Mathlib then supplies orthonormal eigenvectors and real eigenvalues, both indexed by `n`. Here the index `k` labels a molecular orbital, not an atom, and counting indices counts multiplicity.

```lean
/-- The coefficient vector of the `k`-th orthonormal eigenvector (orbital) of `H`. -/
def orbital {H : Matrix n n ℝ} (hH : H.IsHermitian) (k : n) : n → ℝ :=
  (hH.eigenvectorBasis k).ofLp
```

The condition on the block is the next definition. It is an idealisation: the atoms of $S$ share one on-site energy and have exactly zero coupling to each other. Matrix elements involving atoms outside $S$ are unrestricted.

```lean
/-- The atoms in `S` all have on-site energy `α` and are not coupled to one another. -/
def Uncoupled (H : Matrix n n ℝ) (α : ℝ) (S : Finset n) : Prop :=
  ∀ i ∈ S, ∀ j ∈ S, H i j = if i = j then α else 0
```

In the Hückel matrix, $\alpha$ stands for the energy of an electron confined to a single atomic orbital in the molecule and $\beta$ for the coupling across a bond. The basis is taken as orthonormal, and no sign is imposed on $\beta$.

```lean
/-- The Hückel matrix of a molecular graph: `α` on every atom and `β` on every bond. -/
def huckel (G : SimpleGraph n) [DecidableRel G.Adj] (α β : ℝ) : Matrix n n ℝ :=
  fun i j => if i = j then α else if G.Adj i j then β else 0
```

The two expansions come next. The notation `⬝ᵥ` is the dot product and `*ᵥ` is matrix times vector. The first is Mathlib's completeness relation for an orthonormal basis, rewritten for plain coefficient vectors.

```lean
/-- The overlap of two vectors is the sum over orbitals of the products of their components. -/
theorem overlap_expansion {H : Matrix n n ℝ} (hH : H.IsHermitian) (x y : n → ℝ) :
    x ⬝ᵥ y = ∑ k, (x ⬝ᵥ orbital hH k) * (orbital hH k ⬝ᵥ y) := by
  have hin : ∀ u w : EuclideanSpace ℝ n, inner ℝ u w = u.ofLp ⬝ᵥ w.ofLp := by
    intro u w
    simp [PiLp.inner_apply, dotProduct, mul_comm]
  have h := hH.eigenvectorBasis.sum_inner_mul_inner (WithLp.toLp 2 x) (WithLp.toLp 2 y)
  simp only [hin] at h
  exact h.symm
```

The second applies the first to $x$ and $Hx$. The step `hk` moves $H$ onto the orbital by symmetry and uses the eigenvalue equation.

```lean
/-- The energy form of a vector is the sum of the orbital energies weighted by the squared
components of the vector on the orbitals. -/
theorem energy_expansion {H : Matrix n n ℝ} (hH : H.IsHermitian) (x : n → ℝ) :
    x ⬝ᵥ H *ᵥ x = ∑ k, hH.eigenvalues k * (orbital hH k ⬝ᵥ x) ^ 2 := by
  have hT : Hᵀ = H := by
    ext i j
    simpa using hH.apply i j
  rw [overlap_expansion hH x (H *ᵥ x)]
  refine Finset.sum_congr rfl fun k _ => ?_
  have he : H *ᵥ orbital hH k = hH.eigenvalues k • orbital hH k :=
    hH.mulVec_eigenvectorBasis k
  -- move the symmetric matrix onto the orbital
  have hk : orbital hH k ⬝ᵥ H *ᵥ x = hH.eigenvalues k * (orbital hH k ⬝ᵥ x) := by
    rw [Matrix.dotProduct_mulVec, ← Matrix.mulVec_transpose, hT, he, smul_dotProduct,
      smul_eq_mul]
  rw [hk, dotProduct_comm x]
  ring
```

For a vector supported on $S$, `hrow` shows that $(Hx)_i=\alpha x_i$ at each atom $i\in S$. Atoms outside $S$ contribute nothing to the form because $x_i=0$ there.

```lean
/-- A vector supported on uncoupled atoms has energy form `α` times its squared norm. -/
theorem energy_of_uncoupled {H : Matrix n n ℝ} {α : ℝ} {S : Finset n}
    (hS : Uncoupled H α S) (x : n → ℝ) (hx : ∀ i, i ∉ S → x i = 0) :
    x ⬝ᵥ H *ᵥ x = α * (x ⬝ᵥ x) := by
  have hrow : ∀ i ∈ S, (H *ᵥ x) i = α * x i := by
    intro i hi
    have h1 : ∀ j, H i j * x j = if i = j then α * x j else 0 := by
      intro j
      by_cases hj : j ∈ S
      · rw [hS i hi j hj]
        split_ifs <;> simp
      · simp [hx j hj]
    change ∑ j, H i j * x j = α * x i
    rw [Finset.sum_congr rfl fun j _ => h1 j]
    simp
  change ∑ i, x i * (H *ᵥ x) i = α * ∑ i, x i * x i
  rw [Finset.mul_sum]
  refine Finset.sum_congr rfl fun i _ => ?_
  by_cases hi : i ∈ S
  · rw [hrow i hi]
    ring
  · simp [hx i hi]
```

## From a weighted form to a count

The injectivity argument is stated for arbitrary weights `f k`, so that it serves both signs. It needs only that the weighted sum be nonnegative for vectors on $S$.

The matrix `M` is the projection onto the orbitals of nonnegative weight. A kernel vector `c` is extended by zero to a vector `x` on all atoms. Then `hterm` shows that no term is positive, `hsum` that the sum is zero, and `hall` that every component vanishes. The final lines compare dimensions.

```lean
/-- If a weighted sum of squared orbital components is nonnegative for every vector supported
on `S`, then at least `|S|` of the weights are nonnegative. -/
theorem card_le_of_form_nonneg {H : Matrix n n ℝ} (hH : H.IsHermitian) (f : n → ℝ)
    (S : Finset n)
    (h : ∀ x : n → ℝ, (∀ i, i ∉ S → x i = 0) → 0 ≤ ∑ k, f k * (orbital hH k ⬝ᵥ x) ^ 2) :
    S.card ≤ (Finset.univ.filter fun k => 0 ≤ f k).card := by
  -- projection of vectors on `S` onto the orbitals of nonnegative weight
  let M : Matrix {k // 0 ≤ f k} S ℝ := fun k i => orbital hH k.1 i.1
  have hinj : Function.Injective M.mulVecLin := by
    rw [← LinearMap.ker_eq_bot, LinearMap.ker_eq_bot']
    intro c hc
    obtain ⟨x, hx0, hxS⟩ : ∃ x : n → ℝ, (∀ i, i ∉ S → x i = 0) ∧ ∀ i : S, x i.1 = c i :=
      ⟨fun i => if hi : i ∈ S then c ⟨i, hi⟩ else 0, fun i hi => by simp [hi],
        fun i => by simp⟩
    have hdot : ∀ k, orbital hH k ⬝ᵥ x = ∑ i : S, orbital hH k i.1 * c i := by
      intro k
      calc orbital hH k ⬝ᵥ x = ∑ i ∈ S, orbital hH k i * x i :=
            (Finset.sum_subset (Finset.subset_univ S)
              (fun i _ hi => by rw [hx0 i hi, mul_zero])).symm
        _ = ∑ i : S, orbital hH k i.1 * x i.1 :=
            (Finset.sum_coe_sort S (fun i => orbital hH k i * x i)).symm
        _ = _ := Finset.sum_congr rfl (fun i _ => by rw [hxS i])
    have hpos : ∀ k, 0 ≤ f k → orbital hH k ⬝ᵥ x = 0 := fun k hk =>
      (hdot k).trans (congrFun hc ⟨k, hk⟩)
    have hterm : ∀ k, f k * (orbital hH k ⬝ᵥ x) ^ 2 ≤ 0 := by
      intro k
      by_cases hk : 0 ≤ f k
      · simp [hpos k hk]
      · exact mul_nonpos_of_nonpos_of_nonneg (not_le.1 hk).le (sq_nonneg _)
    have hsum := le_antisymm (Finset.sum_nonpos fun k _ => hterm k) (h x hx0)
    -- the remaining components vanish as well
    have hall : ∀ k, orbital hH k ⬝ᵥ x = 0 := by
      intro k
      by_cases hk : 0 ≤ f k
      · exact hpos k hk
      · have h0 := (Finset.sum_eq_zero_iff_of_nonpos fun k _ => hterm k).1 hsum k
          (Finset.mem_univ k)
        rcases mul_eq_zero.1 h0 with h1 | h1
        · exact absurd h1.ge hk
        · exact pow_eq_zero_iff (two_ne_zero) |>.1 h1
    have hxx : x ⬝ᵥ x = 0 := by
      rw [overlap_expansion hH x x]
      exact Finset.sum_eq_zero fun k _ => by rw [hall k, mul_zero]
    have hx : x = 0 := dotProduct_self_eq_zero.1 hxx
    funext i
    rw [← hxS i, hx]
    rfl
  have hd := LinearMap.finrank_le_finrank_of_injective hinj
  have hcard : Fintype.card S = S.card := Fintype.card_coe S
  simp only [Module.finrank_fintype_fun_eq_card] at hd
  rw [hcard, Fintype.card_subtype] at hd
  exact hd
```

The theorem at level $\alpha$ inserts the weights $\varepsilon_k-\alpha$ and $\alpha-\varepsilon_k$. Its step `key` is the vanishing sum derived above.

```lean
/-- With `|S|` uncoupled atoms of on-site energy `α`, at least `|S|` orbital energies are
`≥ α` and at least `|S|` are `≤ α`, counted with multiplicity. -/
theorem inertia_bound_at_level {H : Matrix n n ℝ} (hH : H.IsHermitian) {α : ℝ}
    {S : Finset n} (hS : Uncoupled H α S) :
    S.card ≤ (Finset.univ.filter fun k => α ≤ hH.eigenvalues k).card ∧
    S.card ≤ (Finset.univ.filter fun k => hH.eigenvalues k ≤ α).card := by
  have key : ∀ x : n → ℝ, (∀ i, i ∉ S → x i = 0) →
      ∑ k, (hH.eigenvalues k - α) * (orbital hH k ⬝ᵥ x) ^ 2 = 0 := by
    intro x hx
    have h1 := energy_of_uncoupled hS x hx
    rw [energy_expansion hH, overlap_expansion hH x x, Finset.mul_sum] at h1
    rw [← sub_eq_zero, ← Finset.sum_sub_distrib] at h1
    rw [← h1]
    refine Finset.sum_congr rfl fun k _ => ?_
    rw [dotProduct_comm x]
    ring
  constructor
  · have h := card_le_of_form_nonneg hH (fun k => hH.eigenvalues k - α) S
      (fun x hx => (key x hx).ge)
    simpa only [sub_nonneg] using h
  · have h := card_le_of_form_nonneg hH (fun k => α - hH.eigenvalues k) S (fun x hx => by
      have h2 : ∑ k, (α - hH.eigenvalues k) * (orbital hH k ⬝ᵥ x) ^ 2
          = -∑ k, (hH.eigenvalues k - α) * (orbital hH k ⬝ᵥ x) ^ 2 := by
        rw [← Finset.sum_neg_distrib]
        exact Finset.sum_congr rfl fun k _ => by ring
      rw [h2, key x hx, neg_zero])
    simpa only [sub_nonneg] using h
```

Setting $\alpha=0$ gives the inertia bound.

```lean
/-- **Cvetković inertia bound.** A real symmetric matrix with a zero principal submatrix on
`S` has at least `|S|` nonnegative and at least `|S|` nonpositive eigenvalues, counted with
multiplicity. -/
theorem cvetkovic_inertia_bound {A : Matrix n n ℝ} (hA : A.IsHermitian) {S : Finset n}
    (hS : ∀ i ∈ S, ∀ j ∈ S, A i j = 0) :
    S.card ≤ (Finset.univ.filter fun k => 0 ≤ hA.eigenvalues k).card ∧
    S.card ≤ (Finset.univ.filter fun k => hA.eigenvalues k ≤ 0).card :=
  inertia_bound_at_level hA (fun i hi j hj => by simp [hS i hi j hj])
```

## Levels at exactly α

Inclusion–exclusion turns the two counts into one. Writing the result as `2 * S.card ≤ Fintype.card n + …` avoids subtraction of natural numbers, which would truncate at zero.

```lean
/-- With `|S|` uncoupled atoms of on-site energy `α` among `n` atoms in all, the number of orbitals
of energy exactly `α` is at least `2|S| - n`. -/
theorem nonbonding_count {H : Matrix n n ℝ} (hH : H.IsHermitian) {α : ℝ}
    {S : Finset n} (hS : Uncoupled H α S) :
    2 * S.card ≤ Fintype.card n +
      (Finset.univ.filter fun k => hH.eigenvalues k = α).card := by
  obtain ⟨h1, h2⟩ := inertia_bound_at_level hH hS
  have h3 := Finset.card_union_add_card_inter
    (Finset.univ.filter fun k => α ≤ hH.eigenvalues k)
    (Finset.univ.filter fun k => hH.eigenvalues k ≤ α)
  have h4 : (Finset.univ.filter fun k => α ≤ hH.eigenvalues k) ∩
      (Finset.univ.filter fun k => hH.eigenvalues k ≤ α)
      = Finset.univ.filter fun k => hH.eigenvalues k = α := by
    ext k
    simp only [Finset.mem_inter, Finset.mem_filter, Finset.mem_univ, true_and]
    exact ⟨fun h => le_antisymm h.2 h.1, fun h => ⟨h.ge, h.le⟩⟩
  rw [h4] at h3
  have h5 := Finset.card_le_univ ((Finset.univ.filter fun k => α ≤ hH.eigenvalues k) ∪
    (Finset.univ.filter fun k => hH.eigenvalues k ≤ α))
  omega
```

The two-sided inertia bound at level $\alpha$ can also be stated with sorted energies $\varepsilon_1\ge\dots\ge\varepsilon_n$. For $s\ge1$ it then reads $\varepsilon_s\ge\alpha\ge\varepsilon_{n-s+1}$. That form names particular levels, and for $2s>n$ it places the levels from $n-s+1$ to $s$ at $\alpha$, but it requires $S$ to be nonempty and an ordering of the orbitals.

For a molecular graph, the block condition becomes the absence of bonds within $S$. The theorem also supplies the symmetry proof `hH`, which is needed before the eigenvalues can be named.

```lean
/-- The Hückel matrix is symmetric, and if no two atoms of `S` are bonded, it has at least
`2|S| - n` orbitals of energy exactly `α`. -/
theorem huckel_nonbonding (G : SimpleGraph n) [DecidableRel G.Adj] (α β : ℝ)
    {S : Finset n} (hS : ∀ i ∈ S, ∀ j ∈ S, ¬ G.Adj i j) :
    ∃ hH : (huckel G α β).IsHermitian, 2 * S.card ≤ Fintype.card n +
      (Finset.univ.filter fun k => hH.eigenvalues k = α).card := by
  have hH : (huckel G α β).IsHermitian := by
    ext i j
    simp [huckel, Matrix.conjTranspose_apply, G.adj_comm j i, eq_comm (a := j) (b := i)]
  exact ⟨hH, nonbonding_count hH (fun i hi j hj => by simp [huckel, hS i hi j hj])⟩
```

Two coupled atoms show that neither inertia bound can be improved in general. The determinant is $-1$, so the two eigenvalues have opposite signs, and one atom alone is an independent set with $s=1$. The proof splits on the sign of the first eigenvalue and deduces that of the second.

```lean
/-- For two atoms with unit coupling and zero on-site energy, exactly one eigenvalue is nonnegative
and exactly one is nonpositive. -/
theorem two_atom_sharp (hA : (!![0, 1; 1, 0] : Matrix (Fin 2) (Fin 2) ℝ).IsHermitian) :
    (Finset.univ.filter fun k => 0 ≤ hA.eigenvalues k).card = 1 ∧
    (Finset.univ.filter fun k => hA.eigenvalues k ≤ 0).card = 1 := by
  -- the determinant forces eigenvalues of opposite sign
  have hd : hA.eigenvalues 0 * hA.eigenvalues 1 = -1 := by
    have h := hA.det_eq_prod_eigenvalues
    rw [Matrix.det_fin_two, Fin.prod_univ_two] at h
    norm_num at h
    linarith
  simp only [Finset.card_filter, Fin.sum_univ_two]
  rcases lt_trichotomy (hA.eigenvalues 0) 0 with h0 | h0 | h0
  · have h1 : 0 < hA.eigenvalues 1 := by
      by_contra h
      nlinarith [not_lt.1 h]
    simp [not_le.2 h0, h0.le, not_le.2 h1, h1.le]
  · rw [h0] at hd
    norm_num at hd
  · have h1 : hA.eigenvalues 1 < 0 := by
      by_contra h
      nlinarith [not_lt.1 h]
    simp [not_le.2 h0, h0.le, not_le.2 h1, h1.le]

end

end CvetkovicInertia
```

```lean
#print axioms CvetkovicInertia.cvetkovic_inertia_bound
#print axioms CvetkovicInertia.huckel_nonbonding
#print axioms CvetkovicInertia.two_atom_sharp
```

```
'CvetkovicInertia.cvetkovic_inertia_bound' depends on axioms: [propext, Classical.choice, Quot.sound]
'CvetkovicInertia.huckel_nonbonding' depends on axioms: [propext, Classical.choice, Quot.sound]
'CvetkovicInertia.two_atom_sharp' depends on axioms: [propext, Classical.choice, Quot.sound]
```
